# In the zero-temperature Dirac-cone model, the G-mode shift rises strictly with the Fermi level above half the phonon energy

Let $c=\hbar\omega/2>0$ be half the energy of the G phonon of graphene, and let $E>c$ be the Fermi level measured from the Dirac point. Then

$$\int_E^\infty \frac{c^2}{x^2-c^2}\,dx=\frac c2\ln\frac{E+c}{E-c},$$

and the G-mode shift relative to the undoped sheet, in units of the coupling prefactor,

$$S(E)=E-\int_E^\infty\frac{c^2}{x^2-c^2}\,dx ,$$

is strictly increasing on $(c,\infty)$. It tends to $-\infty$ as $E$ decreases to $c$, and $S(E)-E$ tends to $0$ as $E\to\infty$. Every real value of the shift therefore belongs to exactly one Fermi level above $c$.

## Where the integral comes from

The G phonon couples to vertical transitions from a state at energy $-x$ in the lower cone to one at $+x$ in the upper cone. At zero temperature, with the Fermi level at $E>0$, only the transitions with $x>E$ are allowed; the others are blocked by the Pauli principle. The density of states grows like $x$, and second-order perturbation theory then gives the allowed transitions, per unit of $x$ and up to the prefactor, the weight

$$-\frac{x^2}{x^2-c^2}=-1-\frac{c^2}{x^2-c^2}.$$

Doping removes the range $0<x<E$ from the first term, which raises the phonon energy by $E$ relative to the undoped sheet. The second term is the finite-frequency correction: it would be absent if the phonon energy were neglected in the energy denominators. Integrated over all $x>0$ as a principal value it vanishes, so the undoped sheet contributes nothing here, and the doped one contributes minus the integral from $E$ to infinity. The sum is $S(E)$.

The prefactor that multiplies $S(E)$ is a positive dimensionless constant that collects the strength of the electron-phonon coupling and the slope of the bands. The phonon energy inside $c$ is held fixed while $E$ varies.

## The integral and the shape of the shift

Write $L(x)=\frac c2\ln\frac{x+c}{x-c}$ for $x>c$. By the quotient rule,

$$\frac{d}{dx}\,\frac{x+c}{x-c}=\frac{(x-c)-(x+c)}{(x-c)^2}=\frac{-2c}{(x-c)^2}.$$

Dividing by $\frac{x+c}{x-c}$ and multiplying by $\frac c2$ gives

$$L'(x)=\frac c2\cdot\frac{-2c}{(x-c)(x+c)}=-\frac{c^2}{x^2-c^2}.$$

At large $x$ the argument of the logarithm is

$$\frac{x+c}{x-c}=1+\frac{2c}{x-c}\longrightarrow 1,$$

so $L(x)\to0$. For any $R>E$ it follows that

$$\int_E^R\frac{c^2}{x^2-c^2}\,dx=L(E)-L(R)\longrightarrow L(E)\qquad(R\to\infty).$$

The integrand is positive for $x>E>c$, so this finite limit shows both that it is integrable and that the integral is $L(E)$. Thus $S(E)=E-L(E)$.

Differentiation now gives

$$S'(E)=1+\frac{c^2}{E^2-c^2}=\frac{E^2}{E^2-c^2}>0,$$

and $S$ is strictly increasing on $(c,\infty)$.

As $E$ decreases to $c$, the numerator $E+c$ tends to $2c>0$ while $1/(E-c)$ tends to $+\infty$. The logarithm diverges to $+\infty$, the term $E$ stays finite, and $S(E)\to-\infty$. At the other end, $S(E)-E=-L(E)\to0$, so $S(E)\to\infty$.

Finally, let $y$ be any real number. Choose $a>c$ so close to $c$ that $S(a)<y$, and $b>a$ so large that $S(b)>y$. Since $S$ is continuous on $[a,b]$, it takes the value $y$ somewhere between them, and strict monotonicity allows only one such point.

The high-doping limit shows how the finite-frequency correction fades. For $E\gg c$,

$$S(E)=E-\frac{c^2}{E}-\frac{c^4}{3E^3}-\cdots,$$

and the leading term $E$ is also what remains when $c\to0$ at fixed $E$. It is not the adiabatic answer. If the electrons followed the lattice adiabatically, the occupied states would move with the displaced cone, and with linear bands doping would not shift the phonon at all.

## The development in Lean

The file works with real numbers for both energies, in any common unit.

```lean
import Mathlib

open Filter Topology Set MeasureTheory

namespace GModeShift

noncomputable section
```

The shift is defined by its integral, so the logarithm has to be derived.

```lean
/-- The G-mode shift at Fermi level `E`, in units of the electron-phonon coupling prefactor,
with `c` half the phonon energy. The domain is `0 < c < E`. -/
def shift (c E : ℝ) : ℝ := E - ∫ x in Ioi E, c ^ 2 / (x ^ 2 - c ^ 2)
```

Here `c` is $\hbar\omega/2$, `E` is the Fermi level, and `Ioi E` is the open half-line $(E,\infty)$. The definition accepts all real arguments; the physical domain $0<c<E$ enters through the hypotheses `hc` and `hE` of the theorems. That restriction matters: for $0<E\le c$ the integrand is not integrable, Lean assigns the integral the value zero, and `shift c E` is then just `E` and not the principal-value expression.

The perturbation theory that leads to this formula is physical input, and the theorems start from the formula itself. They describe zero temperature, perfectly linear bands and no electronic broadening, and they leave out the change of the lattice constant with doping. At nonzero temperature, or with broadening, the shift stays finite at $E=c$, so the arbitrarily large negative shifts belong to the idealised model.

The first lemma is the derivative $L'(E)=-c^2/(E^2-c^2)$.

```lean
/-- For `0 < c < E`, the logarithm `(c/2) ln((E+c)/(E-c))` has derivative
`-c²/(E² - c²)` with respect to the Fermi level. -/
theorem hasDerivAt_logTerm {c E : ℝ} (hc : 0 < c) (hE : c < E) :
    HasDerivAt (fun x => c / 2 * Real.log ((x + c) / (x - c)))
      (-(c ^ 2 / (E ^ 2 - c ^ 2))) E := by
  have hm : E - c ≠ 0 := (sub_pos.mpr hE).ne'
  have hp : E + c ≠ 0 := by linarith
  have h1 : HasDerivAt (fun x : ℝ => (x + c) / (x - c))
      ((1 * (E - c) - (E + c) * 1) / (E - c) ^ 2) E :=
    ((hasDerivAt_id' E).add_const c).fun_div ((hasDerivAt_id' E).sub_const c) hm
  refine ((h1.log (div_ne_zero hp hm)).const_mul (c / 2)).congr_deriv ?_
  have hfac : E ^ 2 - c ^ 2 = (E - c) * (E + c) := by ring
  rw [hfac]
  field_simp
  ring
```

The statement `HasDerivAt f d E` says that `f` is differentiable at `E` with derivative `d`. The term `h1` is the quotient rule, and `h1.log` is the chain rule for the logarithm, which needs a nonzero argument. The factorisation `hfac` of $E^2-c^2$ then brings the result to the stated form.

The next lemma gives the limit $L(x)\to0$.

```lean
/-- The logarithm `(c/2) ln((E+c)/(E-c))` vanishes in the limit of a high Fermi level. -/
theorem tendsto_logTerm_atTop (c : ℝ) :
    Tendsto (fun x => c / 2 * Real.log ((x + c) / (x - c))) atTop (𝓝 0) := by
  have h0 : Tendsto (fun x : ℝ => x + -c) atTop atTop :=
    tendsto_atTop_add_const_right atTop (-c) tendsto_id
  have h1 : Tendsto (fun x : ℝ => 1 + 2 * c / (x + -c)) atTop (𝓝 (1 + 0)) :=
    (h0.const_div_atTop (2 * c)).const_add 1
  rw [add_zero] at h1
  -- the argument of the logarithm is 1 + 2c/(x - c)
  have h2 : Tendsto (fun x : ℝ => (x + c) / (x - c)) atTop (𝓝 1) := by
    refine h1.congr' ?_
    filter_upwards [eventually_gt_atTop c] with x hx
    have hm : x - c ≠ 0 := (sub_pos.mpr hx).ne'
    rw [← sub_eq_add_neg, eq_div_iff hm, add_mul, div_mul_cancel₀ _ hm]
    ring
  have h3 := (h2.log one_ne_zero).const_mul (c / 2)
  rwa [Real.log_one, mul_zero] at h3
```

The step `h1` shows that $1+2c/(x-c)$ tends to $1$, and `h2` transfers this to the quotient $(x+c)/(x-c)$, since the two agree for all $x>c$. Continuity of the logarithm at $1$ does the rest. The sign of `c` plays no part here, so the lemma has no positivity hypothesis.

These two facts give the integral.

```lean
/-- For `0 < c < E`, the function `c²/(x² - c²)` is integrable above the Fermi level `E`,
and its integral is `(c/2) ln((E+c)/(E-c))`. -/
theorem integral_above_fermi {c E : ℝ} (hc : 0 < c) (hE : c < E) :
    IntegrableOn (fun x => c ^ 2 / (x ^ 2 - c ^ 2)) (Ioi E) ∧
      ∫ x in Ioi E, c ^ 2 / (x ^ 2 - c ^ 2) = c / 2 * Real.log ((E + c) / (E - c)) := by
  have hd : ∀ x ∈ Ici E, HasDerivAt (fun x => -(c / 2 * Real.log ((x + c) / (x - c))))
      (c ^ 2 / (x ^ 2 - c ^ 2)) x := fun x hx =>
    (hasDerivAt_logTerm hc (lt_of_lt_of_le hE (mem_Ici.mp hx))).fun_neg.congr_deriv
      (neg_neg _)
  have hpos : ∀ x ∈ Ioi E, 0 ≤ c ^ 2 / (x ^ 2 - c ^ 2) := by
    intro x hx
    have hx' : E < x := hx
    exact div_nonneg (sq_nonneg c) (by nlinarith)
  have hlim : Tendsto (fun x => -(c / 2 * Real.log ((x + c) / (x - c)))) atTop (𝓝 0) := by
    simpa only [neg_zero] using (tendsto_logTerm_atTop c).neg
  refine ⟨integrableOn_Ioi_deriv_of_nonneg' hd hpos hlim, ?_⟩
  rw [integral_Ioi_of_hasDerivAt_of_nonneg' hd hpos hlim]
  ring
```

The theorem is a conjunction: the first half says that the integrand is integrable on $(E,\infty)$, the second gives the value. The proof uses $-L$ as antiderivative, because its derivative is the nonnegative integrand. The three ingredients are `hd` (the derivative), `hpos` (the sign) and `hlim` (the limit at infinity). Mathlib's fundamental theorem of calculus on a half-line takes exactly these and returns first the integrability and then the value $0-(-L(E))=L(E)$.

The rate of change of the shift follows.

```lean
/-- For `0 < c < E`, the G-mode shift changes with the Fermi level at the rate
`E²/(E² - c²)`. -/
theorem hasDerivAt_shift {c E : ℝ} (hc : 0 < c) (hE : c < E) :
    HasDerivAt (shift c) (E ^ 2 / (E ^ 2 - c ^ 2)) E := by
  have hne : E ^ 2 - c ^ 2 ≠ 0 := by
    have : 0 < E ^ 2 - c ^ 2 := by nlinarith
    exact this.ne'
  have h : HasDerivAt (fun x => x - c / 2 * Real.log ((x + c) / (x - c)))
      (E ^ 2 / (E ^ 2 - c ^ 2)) E := by
    refine ((hasDerivAt_id' E).fun_sub (hasDerivAt_logTerm hc hE)).congr_deriv ?_
    rw [sub_neg_eq_add, eq_div_iff hne, add_mul, div_mul_cancel₀ _ hne]
    ring
  -- near E the shift agrees with its closed form
  refine h.congr_of_eventuallyEq ?_
  filter_upwards [Ioi_mem_nhds hE] with x hx
  rw [shift, (integral_above_fermi hc hx).2]
```

The term `h` differentiates the closed form $x-L(x)$. To pass to `shift`, which is defined by an integral, the proof notes that the two functions agree at every point above $c$, hence on a neighbourhood of `E`. Functions that agree near a point have the same derivative there.

A positive derivative gives monotonicity.

```lean
/-- For `c > 0`, the G-mode shift is strictly increasing in the Fermi level above `c`. -/
theorem strictMonoOn_shift {c : ℝ} (hc : 0 < c) : StrictMonoOn (shift c) (Ioi c) := by
  refine strictMonoOn_of_deriv_pos (convex_Ioi c)
    (fun x hx => (hasDerivAt_shift hc hx).continuousAt.continuousWithinAt) ?_
  intro x hx
  rw [interior_Ioi] at hx
  have hx' : c < x := hx
  rw [(hasDerivAt_shift hc hx').deriv]
  exact div_pos (pow_pos (hc.trans hx') 2) (by nlinarith)
```

`StrictMonoOn (shift c) (Ioi c)` says that $S(E_1)<S(E_2)$ whenever $c<E_1<E_2$. The lemma from Mathlib asks for a convex set, continuity on it and a positive derivative in its interior; the first is a property of the half-line, and the other two come from the previous theorem.

The behaviour near the resonance, where the Fermi level reaches half the phonon energy, is next.

```lean
/-- For `c > 0`, the G-mode shift tends to minus infinity as the Fermi level decreases
to half the phonon energy. -/
theorem tendsto_shift_resonance {c : ℝ} (hc : 0 < c) :
    Tendsto (shift c) (𝓝[>] c) atBot := by
  have hid : Tendsto (fun x : ℝ => x) (𝓝[>] c) (𝓝 c) := tendsto_nhdsWithin_of_tendsto_nhds
    tendsto_id
  have hsub : Tendsto (fun x : ℝ => x - c) (𝓝[>] c) (𝓝[>] 0) := by
    refine tendsto_nhdsWithin_iff.mpr ⟨?_, ?_⟩
    · simpa only [sub_self] using hid.sub_const c
    · filter_upwards [self_mem_nhdsWithin] with x hx
      exact sub_pos.mpr (mem_Ioi.mp hx)
  -- the argument of the logarithm diverges
  have harg : Tendsto (fun x : ℝ => (x + c) * (x - c)⁻¹) (𝓝[>] c) atTop :=
    Tendsto.pos_mul_atTop (add_pos hc hc) (hid.add_const c)
      (tendsto_inv_nhdsGT_zero.comp hsub)
  have hlog : Tendsto (fun x : ℝ => c / 2 * Real.log ((x + c) * (x - c)⁻¹))
      (𝓝[>] c) atTop :=
    (Real.tendsto_log_atTop.comp harg).const_mul_atTop (half_pos hc)
  refine (hid.add_atBot (tendsto_neg_atTop_atBot.comp hlog)).congr' ?_
  filter_upwards [self_mem_nhdsWithin] with x hx
  rw [shift, (integral_above_fermi hc hx).2, Function.comp_apply, div_eq_mul_inv (x + c),
    sub_eq_add_neg x (c / 2 * _)]
```

The filter `𝓝[>] c` stands for approach to $c$ from above, and `atBot` for divergence to $-\infty$. As in the calculation by hand, `harg` multiplies a factor that tends to $c+c>0$ by the reciprocal of $x-c$, which diverges. Then `hlog` takes the logarithm and multiplies by $c/2$. The finite limit `hid` of the term $E$ is added at the end.

At high Fermi level the difference between the shift and its linear term $E$ vanishes.

```lean
/-- For `c > 0`, the difference between the G-mode shift and the Fermi level tends to zero
as the Fermi level tends to infinity. -/
theorem tendsto_shift_sub_fermi {c : ℝ} (hc : 0 < c) :
    Tendsto (fun E => shift c E - E) atTop (𝓝 0) := by
  have h := (tendsto_logTerm_atTop c).neg
  rw [neg_zero] at h
  refine h.congr' ?_
  filter_upwards [eventually_gt_atTop c] with x hx
  rw [shift, (integral_above_fermi hc hx).2]
  ring
```

This is the limit of $-L$, carried over to `shift` through the value of the integral for $x>c$.

The last theorem combines the limits with monotonicity.

```lean
/-- For `c > 0`, every real value of the G-mode shift is attained at exactly one Fermi level
above `c`. -/
theorem bijOn_shift {c : ℝ} (hc : 0 < c) : BijOn (shift c) (Ioi c) univ := by
  refine ⟨fun _ _ => mem_univ _, (strictMonoOn_shift hc).injOn, ?_⟩
  intro y _
  have htop : Tendsto (fun E => (shift c E - E) + E) atTop atTop :=
    (tendsto_shift_sub_fermi hc).add_atTop tendsto_id
  -- bracket the prescribed shift y between two Fermi levels a < b
  obtain ⟨a, hay, hca⟩ := (((tendsto_shift_resonance hc).eventually_lt_atBot y).and
    self_mem_nhdsWithin).exists
  obtain ⟨b, hyb, hab⟩ := ((htop.eventually_gt_atTop y).and (eventually_gt_atTop a)).exists
  rw [sub_add_cancel] at hyb
  have hca' : c < a := hca
  have hcont : ContinuousOn (shift c) (Icc a b) := fun x hx =>
    (hasDerivAt_shift hc (lt_of_lt_of_le hca' hx.1)).continuousAt.continuousWithinAt
  obtain ⟨x, hx, hxy⟩ := intermediate_value_Icc hab.le hcont ⟨hay.le, hyb.le⟩
  exact ⟨x, lt_of_lt_of_le hca' hx.1, hxy⟩

end

end GModeShift
```

`BijOn (shift c) (Ioi c) univ` says that the shift maps $(c,\infty)$ one-to-one onto the whole real line. Injectivity comes from strict monotonicity. For surjectivity, `a` and `b` are the two bracketing Fermi levels: `a` exists because the shift diverges to $-\infty$ at $c$, and `b` because `htop` shows that the shift grows without bound. The intermediate value theorem on `Icc a b`, the closed interval $[a,b]$, supplies the Fermi level in between.

```lean
#print axioms GModeShift.strictMonoOn_shift
#print axioms GModeShift.bijOn_shift
```

```
'GModeShift.strictMonoOn_shift' depends on axioms: [propext, Classical.choice, Quot.sound]
'GModeShift.bijOn_shift' depends on axioms: [propext, Classical.choice, Quot.sound]
```

## Finding the Fermi level for a given shift in the model

Within this zero-temperature model of linear bands, the bijection lets a program turn a G-mode shift into a Fermi level, provided that the level is known to lie above $c$. The proviso matters for two reasons. Hole doping, with the Fermi level at $-E$, gives the same shift as $E$. The principal-value form of the shift also runs from $0$ down to $-\infty$ as the level goes from $0$ to $c$, so zero and each negative value have a further solution there. A static phonon calculation gives the adiabatic shift, to which this inversion does not apply.

With $y$ the shift divided by the coupling prefactor, the equation to solve is

$$E-\frac c2\ln\frac{E+c}{E-c}=y.$$

Bisection suits it, because the left side is strictly increasing. An upper end of the bracket is $b=\max(2c,\,y+c)$: for $E\ge2c$ the logarithmic term is at most $\frac c2\ln3<c$, so $S(b)>y$. For large negative $y$ the root lies exponentially close to $c$,

$$E-c\approx 2c\,e^{-2(c-y)/c},$$

and it is better to solve for $\ln(E-c)$ than for $E$, since floating-point numbers soon fail to separate $E$ from $c$.

At the opposite end, the finite-frequency correction contains the logarithm of a number close to $1$. Evaluating this logarithm as `log1p(2*c/(E-c))` keeps its relative accuracy when $E\gg c$.

The zero of the shift makes a convenient check of such a routine. Setting $y=0$ and $t=E/c$ turns the equation into $t=\coth t$, whose positive solution is $t\approx1.1997$. Above $c$, the doped sheet therefore has the same G-mode energy as the undoped one at a Fermi level of about $1.2\,c$, or $0.6\,\hbar\omega$.
